# In a two-level mean-field exciton model, the energy gain starts quadratically and the order as a square root

When I scan the electron-hole attraction $V$ at fixed band gap $G$, I locate the onset of the excitonic phase by comparing the total energies of the normal and the mixed solution. In a two-level test model with $V = 1.01\,G$, the mixed solution lies only about $2.5\times10^{-5}\,G$ lower, yet its order parameter, twice the interband coherence, is already $0.14$. Is my minimization badly converged, or should such a visible order bring so little energy?

## The gain is $(V-G)^2/(4V)$, so both numbers are right

Let $u$ and $v$ be the complex valence and conduction amplitudes, with $|u|^2+|v|^2=1$. For a gap $G>0$, the model energy is

$$\frac G2\left(|v|^2-|u|^2\right)-V\,|u^*v|^2 .$$

The first term is the cost of occupying the upper band. The second is a postulated mean-field reward for interband coherence, with $V$ standing for the electron-hole attraction. Writing $n=|v|^2$ and $|u|^2=1-n$ gives

$$-\frac G2+(G-V)n+Vn^2 .$$

Now take $u=\cos(t/2)$ and $v=e^{i\varphi}\sin(t/2)$. Then $n=(1-\cos t)/2$, the coherence $|u^*v|$ is $\tfrac12\sin t$ for $t\in[0,\pi]$, and the phase $\varphi$ drops out:

$$E(t)=-\frac G2\cos t-\frac V4\sin^2 t .$$

**Weak attraction, $V\le G$.** With $c=\cos t$,

$$E(t)-E(0)=\frac{1-c}{2}\left[\frac{(G-V)(1+c)}{2}+\frac{G(1-c)}{2}\right].$$

For $t\in(0,\pi]$ we have $c<1$, so both factors are positive and the normal state $t=0$ is the unique minimizer. In the limiting case $V=G$ the difference is $\tfrac G4(1-\cos t)^2$, which starts as $Gt^4/16$: the minimum is still unique, but it has lost its quadratic stiffness.

**Strong attraction, $V>G$.** Completing the square gives

$$E(t)=-\frac G2-\frac{(V-G)^2}{4V}+\frac V4\left(\cos t-\frac GV\right)^2 .$$

Cosine is injective on $[0,\pi]$, so the unique minimizer has $\cos t=G/V$. Since $E(0)=-G/2$, the gain is $(V-G)^2/(4V)$. The order parameter, defined here as twice the coherence, $2|u^*v|$, is

$$\sin t=\sqrt{1-\frac{G^2}{V^2}}=\frac{\sqrt{V-G}\,\sqrt{V+G}}{V}.$$

As $V\to G$ from above, $\sin t/\sqrt{V-G}\to\sqrt{2G}/G$, while the gain divided by $(V-G)^2$ tends to $1/(4G)$. In this two-level model, then, the order parameter is a far more sensitive marker of the onset than the total energy.

In the Lean file, `pairEnergy` is the functional of the two amplitudes, `energy` is $E(t)$, and `excitonAngle` is $\arccos(G/V)$. Normalization enters as the hypothesis `h`.

- `normal_phase` says that for $G>0$ and $V\le G$, every other angle in $[0,\pi]$ has strictly higher energy than $t=0$. Negative $V$ is allowed.
- `excitonic_phase` gives, for $0<G<V$, the cosine, the location of the angle in $(0,\pi/2)$, strict uniqueness and the gain.
- `excitonic_bound` extends the minimum to all normalized complex states for $0<G<V$. Equality fixes the occupation $|v|^2=(1-G/V)/2$ and leaves the phases free.
- `threshold_scaling` states the two limits at fixed $G>0$, with `𝓝[>] G` meaning that $V$ approaches from above.

The model has one pair of levels, without momentum dispersion or temperature, and its energy functional is assumed, not derived from a many-electron Hamiltonian.

```lean
import Mathlib

open Filter Topology

namespace ExcitonicInsulator

noncomputable section

/-- Mean-field energy of a two-band state with valence amplitude `u` and conduction
amplitude `v`: band energy with gap `G`, minus `V` times the squared interband coherence. -/
def pairEnergy (G V : ℝ) (u v : ℂ) : ℝ :=
  G / 2 * (‖v‖ ^ 2 - ‖u‖ ^ 2) - V * ‖star u * v‖ ^ 2

/-- The mean-field energy as a function of the band-mixing angle `t`. -/
def energy (G V t : ℝ) : ℝ :=
  -(G / 2) * Real.cos t - V / 4 * Real.sin t ^ 2

/-- The mixing angle whose cosine is `G / V`, meant for `0 < G < V`. -/
def excitonAngle (G V : ℝ) : ℝ := Real.arccos (G / V)

/-- For a normalized state the energy is a quadratic function of the conduction-band
occupation. -/
theorem pairEnergy_of_normalized (G V : ℝ) (u v : ℂ) (h : ‖u‖ ^ 2 + ‖v‖ ^ 2 = 1) :
    pairEnergy G V u v = -G / 2 + (G - V) * ‖v‖ ^ 2 + V * (‖v‖ ^ 2) ^ 2 := by
  have hu : ‖u‖ ^ 2 = 1 - ‖v‖ ^ 2 := by linarith
  rw [pairEnergy, norm_mul, norm_star, mul_pow, hu]
  ring

/-- Mixing the bands with amplitudes `cos (t/2)` and `exp (iφ) sin (t/2)` gives the
angle energy, whatever the relative phase `φ`. -/
theorem pairEnergy_of_angle (G V t φ : ℝ) :
    pairEnergy G V ((Real.cos (t / 2) : ℝ) : ℂ)
      (((Real.sin (t / 2) : ℝ) : ℂ) * Complex.exp (φ * Complex.I)) = energy G V t := by
  have hu : ‖((Real.cos (t / 2) : ℝ) : ℂ)‖ ^ 2 = Real.cos (t / 2) ^ 2 := by
    rw [Complex.norm_real, Real.norm_eq_abs, sq_abs]
  have hv : ‖((Real.sin (t / 2) : ℝ) : ℂ) * Complex.exp (φ * Complex.I)‖ ^ 2
      = Real.sin (t / 2) ^ 2 := by
    rw [norm_mul, Complex.norm_exp_ofReal_mul_I, mul_one, Complex.norm_real,
      Real.norm_eq_abs, sq_abs]
  have h1 := Real.sin_sq_add_cos_sq (t / 2)
  -- the half-angle formula relates the occupation to the mixing angle
  have hc : Real.cos t = 1 - 2 * Real.sin (t / 2) ^ 2 := by
    have h2 := Real.cos_two_mul (t / 2)
    rw [show 2 * (t / 2) = t by ring] at h2
    linarith
  rw [pairEnergy_of_normalized _ _ _ _ (by rw [hu, hv]; linarith), hv, energy,
    Real.sin_sq t, hc]
  ring

/-- For a positive gap `G` and an attraction `V ≤ G`, the normal state `t = 0` is the
unique minimizer of the energy on `[0, π]`. -/
theorem normal_phase {G V t : ℝ} (hG : 0 < G) (hV : V ≤ G)
    (ht : t ∈ Set.Icc 0 Real.pi) (h0 : t ≠ 0) : energy G V 0 < energy G V t := by
  have hc : Real.cos t < 1 := by
    have h := Real.cos_lt_cos_of_nonneg_of_le_pi le_rfl ht.2 (lt_of_le_of_ne ht.1 h0.symm)
    rwa [Real.cos_zero] at h
  have h1 : 0 < 1 - Real.cos t := by linarith
  have h2 : 0 ≤ 1 + Real.cos t := by linarith [Real.neg_one_le_cos t]
  -- the energy difference factors into two positive terms
  have h3 : 0 < G - V * (1 + Real.cos t) / 2 := by
    nlinarith [mul_nonneg (sub_nonneg.2 hV) h2, mul_pos hG h1]
  have h4 := mul_pos h1 h3
  simp only [energy, Real.sin_sq, Real.cos_zero]
  nlinarith

/-- For `V ≠ 0` the energy is a constant plus a perfect square in `cos t - G / V`. -/
theorem energy_square (G t : ℝ) {V : ℝ} (hV : V ≠ 0) :
    energy G V t = -G / 2 - (V - G) ^ 2 / (4 * V) + V / 4 * (Real.cos t - G / V) ^ 2 := by
  rw [energy, Real.sin_sq]
  field_simp
  ring

/-- For `0 < G < V` the unique minimizer on `[0, π]` is a mixed state with
`cos t = G / V`, and it lies `(V - G)² / (4V)` below the normal state. -/
theorem excitonic_phase {G V : ℝ} (hG : 0 < G) (hV : G < V) :
    Real.cos (excitonAngle G V) = G / V ∧
    excitonAngle G V ∈ Set.Ioo 0 (Real.pi / 2) ∧
    (∀ t ∈ Set.Icc 0 Real.pi, t ≠ excitonAngle G V →
      energy G V (excitonAngle G V) < energy G V t) ∧
    energy G V 0 - energy G V (excitonAngle G V) = (V - G) ^ 2 / (4 * V) := by
  have hV0 : 0 < V := hG.trans hV
  have hx0 : 0 < G / V := div_pos hG hV0
  have hx1 : G / V < 1 := (div_lt_one hV0).2 hV
  have hc : Real.cos (excitonAngle G V) = G / V :=
    Real.cos_arccos (by linarith) hx1.le
  have hE := energy_square G (excitonAngle G V) hV0.ne'
  rw [hc, sub_self] at hE
  refine ⟨hc, ⟨Real.arccos_pos.2 hx1, Real.arccos_lt_pi_div_two.2 hx0⟩, ?_, ?_⟩
  · intro t ht hne
    -- cosine is injective on the interval, so the square is strictly positive
    have hct : Real.cos t - G / V ≠ 0 := by
      intro h
      apply hne
      exact Real.injOn_cos ht ⟨Real.arccos_nonneg _, Real.arccos_le_pi _⟩
        ((sub_eq_zero.1 h).trans hc.symm)
    have hp : 0 < V / 4 * (Real.cos t - G / V) ^ 2 := by positivity
    have hT := energy_square G t hV0.ne'
    linarith
  · have hN : energy G V 0 = -G / 2 := by
      rw [energy, Real.cos_zero, Real.sin_zero]
      ring
    linarith

/-- For `0 < G < V` no normalized complex two-band state lies below the excitonic energy,
and it is reached exactly when the conduction occupation is `(1 - G / V) / 2`. -/
theorem excitonic_bound {G V : ℝ} (hG : 0 < G) (hV : G < V) (u v : ℂ)
    (h : ‖u‖ ^ 2 + ‖v‖ ^ 2 = 1) :
    energy G V (excitonAngle G V) ≤ pairEnergy G V u v ∧
    (pairEnergy G V u v = energy G V (excitonAngle G V) ↔
      ‖v‖ ^ 2 = (1 - G / V) / 2) := by
  have hV0 : 0 < V := hG.trans hV
  have e : pairEnergy G V u v = energy G V (excitonAngle G V)
      + V * (‖v‖ ^ 2 - (1 - G / V) / 2) ^ 2 := by
    rw [pairEnergy_of_normalized G V u v h, energy_square G _ hV0.ne',
      (excitonic_phase hG hV).1]
    field_simp
    ring
  refine ⟨?_, ?_, ?_⟩
  · have hp := mul_nonneg hV0.le (sq_nonneg (‖v‖ ^ 2 - (1 - G / V) / 2))
    linarith
  · intro he
    have hz : V * (‖v‖ ^ 2 - (1 - G / V) / 2) ^ 2 = 0 := by linarith
    exact sub_eq_zero.1 (pow_eq_zero_iff two_ne_zero |>.1
      ((mul_eq_zero.1 hz).resolve_left hV0.ne'))
  · intro hn
    rw [e, hn]
    ring

/-- For `0 < G < V` the excitonic order `sin t` is `√(V - G) √(V + G) / V`. -/
theorem sin_excitonAngle {G V : ℝ} (hG : 0 < G) (hV : G < V) :
    Real.sin (excitonAngle G V) = Real.sqrt (V - G) * Real.sqrt (V + G) / V := by
  have hV0 : 0 < V := hG.trans hV
  have h1 : 0 ≤ V - G := by linarith
  have h2 : 0 ≤ V + G := by linarith
  have e : 1 - (G / V) ^ 2 = (V - G) * (V + G) / V ^ 2 := by
    field_simp
    ring
  rw [excitonAngle, Real.sin_arccos, e, Real.sqrt_div (mul_nonneg h1 h2),
    Real.sqrt_sq hV0.le, Real.sqrt_mul h1]

/-- For `G > 0`, as `V` decreases to `G` the order `sin t` vanishes as `√(V - G)`, with
prefactor `√(2G) / G`, and the energy gain as `(V - G)²`, with prefactor `1 / (4G)`. -/
theorem threshold_scaling {G : ℝ} (hG : 0 < G) :
    Tendsto (fun V => Real.sin (excitonAngle G V) / Real.sqrt (V - G))
      (𝓝[>] G) (𝓝 (Real.sqrt (2 * G) / G)) ∧
    Tendsto (fun V => (energy G V 0 - energy G V (excitonAngle G V)) / (V - G) ^ 2)
      (𝓝[>] G) (𝓝 (1 / (4 * G))) := by
  constructor
  · have hc : ContinuousAt (fun V : ℝ => Real.sqrt (V + G) / V) G :=
      ContinuousAt.div (by fun_prop) continuousAt_id hG.ne'
    have h : Tendsto (fun V : ℝ => Real.sqrt (V + G) / V) (𝓝[>] G)
        (𝓝 (Real.sqrt (2 * G) / G)) := by
      rw [two_mul]
      exact hc.tendsto.mono_left nhdsWithin_le_nhds
    refine h.congr' ?_
    filter_upwards [self_mem_nhdsWithin] with V hV
    have hV' : G < V := hV
    have hV0 : V ≠ 0 := (hG.trans hV').ne'
    have hs : Real.sqrt (V - G) ≠ 0 := (Real.sqrt_pos.2 (sub_pos.2 hV')).ne'
    rw [sin_excitonAngle hG hV']
    field_simp
  · have hc : ContinuousAt (fun V : ℝ => 1 / (4 * V)) G :=
      ContinuousAt.div (by fun_prop) (by fun_prop) (by positivity)
    refine (hc.tendsto.mono_left nhdsWithin_le_nhds).congr' ?_
    filter_upwards [self_mem_nhdsWithin] with V hV
    have hV' : G < V := hV
    have hV0 : V ≠ 0 := (hG.trans hV').ne'
    have hs : V - G ≠ 0 := (sub_pos.2 hV').ne'
    rw [(excitonic_phase hG hV').2.2.2]
    field_simp

end

end ExcitonicInsulator
```

```lean
#print axioms ExcitonicInsulator.normal_phase
-- 'ExcitonicInsulator.normal_phase' depends on axioms: [propext, Classical.choice, Quot.sound]
#print axioms ExcitonicInsulator.energy_square
-- 'ExcitonicInsulator.energy_square' depends on axioms: [propext, Classical.choice, Quot.sound]
#print axioms ExcitonicInsulator.excitonic_bound
-- 'ExcitonicInsulator.excitonic_bound' depends on axioms: [propext, Classical.choice, Quot.sound]
#print axioms ExcitonicInsulator.threshold_scaling
-- 'ExcitonicInsulator.threshold_scaling' depends on axioms: [propext, Classical.choice, Quot.sound]
```

The proofs take the same steps as the derivation. `pairEnergy_of_normalized` eliminates $|u|^2$, and `pairEnergy_of_angle` uses the unit modulus of the phase factor and the half-angle formula. In `normal_phase`, `h1` and `h3` are the positivity of the two factors, up to a constant, and `h4` multiplies them.

`energy_square` is the completed square. `excitonic_phase` combines it with `Real.injOn_cos`: a different angle has a different cosine, which makes the square strictly positive. In `excitonic_bound`, the equation `e` writes the energy as the minimum plus $V\left(n-(1-G/V)/2\right)^2$, from which both the bound and the equality condition follow.

For the limits, `sin_excitonAngle` supplies the formula for the order. When $V>G$ the two ratios equal $\sqrt{V+G}/V$ and $1/(4V)$. Both expressions are continuous at $V=G$, and `congr'` carries their limits over to the original ratios.
